# Conjugating a quaternion by k reverses its i and j components

A unit quaternion describes a rotation, such as that of a spin, and its i, j and k components form a vector along the rotation axis whenever that vector is not zero. The lemma says that changing the sign of the i and j components, while keeping the real and k components, gives the same result as forming k R k*, where k is the unit quaternion along z and k* is its conjugate. For a rotation, this gives the axis a half-turn about z and keeps the angle. The identity is algebraic and holds for every real quaternion R, normalised or not. The attempt compares the two sides component by component with `ext` and asks `simp` to work out each component from the definitions.

An attempt in Lean 4 with a fault in it:

```lean
import Mathlib

open Quaternion

namespace PhaseInvertEqRotate

noncomputable section

/-- The product `q v q*`. For a unit quaternion `q` and a pure quaternion `v`, this is the vector
`v` rotated by `q`. -/
def rotate (q v : ℍ[ℝ]) : ℍ[ℝ] := q * v * star q

/-- The phase-inverted partner of `R`: both transverse components change sign, while the
real part and the z component stay. -/
def phaseInvert (R : ℍ[ℝ]) : ℍ[ℝ] := ⟨R.re, -R.imI, -R.imJ, R.imK⟩

/-- Phase inversion is conjugation by the unit quaternion `k`. -/
theorem phaseInvert_eq_rotate (R : ℍ[ℝ]) :
    phaseInvert R = rotate ⟨0, 0, 0, 1⟩ R := by
  ext <;> simp [rotate, phaseInvert]

end

end PhaseInvertEqRotate
```

Messages:

```
Main.lean:19:45: error: unsolved goals
case a
R : ℍ
⊢ R.re =
    ({ re := 0, imI := 0, imJ := 0, imK := 1 } * R).re * (star { re := 0, imI := 0, imJ := 0, imK := 1 }).re -
          ({ re := 0, imI := 0, imJ := 0, imK := 1 } * R).imI * (star { re := 0, imI := 0, imJ := 0, imK := 1 }).imI -
        ({ re := 0, imI := 0, imJ := 0, imK := 1 } * R).imJ * (star { re := 0, imI := 0, imJ := 0, imK := 1 }).imJ -
      ({ re := 0, imI := 0, imJ := 0, imK := 1 } * R).imK * (star { re := 0, imI := 0, imJ := 0, imK := 1 }).imK

case a
R : ℍ
⊢ -R.imI =
    ({ re := 0, imI := 0, imJ := 0, imK := 1 } * R).re * (star { re := 0, imI := 0, imJ := 0, imK := 1 }).imI +
          ({ re := 0, imI := 0, imJ := 0, imK := 1 } * R).imI * (star { re := 0, imI := 0, imJ := 0, imK := 1 }).re +
        ({ re := 0, imI := 0, imJ := 0, imK := 1 } * R).imJ * (star { re := 0, imI := 0, imJ := 0, imK := 1 }).imK -
      ({ re := 0, imI := 0, imJ := 0, imK := 1 } * R).imK * (star { re := 0, imI := 0, imJ := 0, imK := 1 }).imJ

case a
R : ℍ
⊢ -R.imJ =
    ({ re := 0, imI := 0, imJ := 0, imK := 1 } * R).re * (star { re := 0, imI := 0, imJ := 0, imK := 1 }).imJ -
          ({ re := 0, imI := 0, imJ := 0, imK := 1 } * R).imI * (star { re := 0, imI := 0, imJ := 0, imK := 1 }).imK +
        ({ re := 0, imI := 0, imJ := 0, imK := 1 } * R).imJ * (star { re := 0, imI := 0, imJ := 0, imK := 1 }).re +
      ({ re := 0, imI := 0, imJ := 0, imK := 1 } * R).imK * (star { re := 0, imI := 0, imJ := 0, imK := 1 }).imI

case a
R : ℍ
⊢ R.imK =
    ({ re := 0, imI := 0, imJ := 0, imK := 1 } * R).re * (star { re := 0, imI := 0, imJ := 0, imK := 1 }).imK +
          ({ re := 0, imI := 0, imJ := 0, imK := 1 } * R).imI * (star { re := 0, imI := 0, imJ := 0, imK := 1 }).imJ -
        ({ re := 0, imI := 0, imJ := 0, imK := 1 } * R).imJ * (star { re := 0, imI := 0, imJ := 0, imK := 1 }).imI +
      ({ re := 0, imI := 0, imJ := 0, imK := 1 } * R).imK * (star { re := 0, imI := 0, imJ := 0, imK := 1 }).re
```

Cause. The single error lists four unsolved goals, one for each component. The goals are true, but in each of them `simp` has expanded only the outer product on the right. It has stopped at the components of `{ re := 0, imI := 0, imJ := 0, imK := 1 } * R` and of `star { re := 0, imI := 0, imJ := 0, imK := 1 }`, where the written-out quaternion is a direct operand.

The obstacle is the type of that operand. `ℍ[ℝ]` is defined as a special case of the more general type `QuaternionAlgebra`, and a quaternion written out by its components has the general type as its inferred type. The component rules for multiplication and `star` expect operands of type `ℍ[ℝ]`. To see that the two types agree, Lean has to unfold the definition of `ℍ[ℝ]`, which `simp` doesn't do when it matches these rules. The outer product was expanded because its operands are themselves a product and a `star` in `ℍ[ℝ]`, so they have the expected type.

The repair first proves the identity, as `key`, for a variable `k` of type `ℍ[ℝ]` whose four components are given by hypotheses. The rules now match, so `simp` expands the inner product and the `star` as well, and `h0` to `h3` supply the values 0, 0, 0 and 1. The last line applies `key` to the original quaternion, which Lean finds from the goal through `_`. Here `exact` may unfold the definition of `ℍ[ℝ]`, so the difference in type does no harm, and each `rfl` confirms one component by computation.

Lean accepts the file once it reads:

```diff
@@ -18,5 +18,9 @@
 theorem phaseInvert_eq_rotate (R : ℍ[ℝ]) :
     phaseInvert R = rotate ⟨0, 0, 0, 1⟩ R := by
-  ext <;> simp [rotate, phaseInvert]
+  have key : ∀ k : ℍ[ℝ], k.re = 0 → k.imI = 0 → k.imJ = 0 → k.imK = 1 →
+      phaseInvert R = rotate k R := by
+    intro k h0 h1 h2 h3
+    ext <;> simp [rotate, phaseInvert, h0, h1, h2, h3]
+  exact key _ rfl rfl rfl rfl
 
 end
```
